# Orthogonal mixing of real orbitals leaves their total Coulomb and exchange sums unchanged

The two-electron integrals are represented here by an arbitrary real array \(g_{pqrs}\) with indices in a finite set, with no permutational symmetry assumed, and the matrix that transforms them may be rectangular. Both the mixing of a set of orbitals among themselves and the expansion of a few occupied orbitals in a larger basis are then cases of one definition.

```lean
import Mathlib

open Matrix

namespace RedundantRotations

variable {m n : Type*} [Fintype m] [Fintype n]

/-- The four-index transformation
`g'_pqrs = ∑ C_ap C_bq C_cr C_ds g_abcd` with a real coefficient matrix `C`. -/
def transform (C : Matrix m n ℝ) (g : m → m → m → m → ℝ) : n → n → n → n → ℝ :=
  fun p q r s => ∑ a, ∑ b, ∑ c, ∑ d, C a p * C b q * C c r * C d s * g a b c d

/-- The total Coulomb sum `∑ g_iijj` over all `i` and `j`. -/
def coulomb (g : n → n → n → n → ℝ) : ℝ := ∑ i, ∑ j, g i i j j

/-- The total exchange sum `∑ g_ijji` over all `i` and `j`. -/
def exchange (g : n → n → n → n → ℝ) : ℝ := ∑ i, ∑ j, g i j j i

/-- The closed-shell energy expression `2 ∑ h_ii + ∑ (2 g_iijj - g_ijji)` for orbitals whose
coefficients are the columns of `C`, with `h` and `g` given in the underlying basis. -/
def closedShellEnergy (h : Matrix m m ℝ) (g : m → m → m → m → ℝ) (C : Matrix m n ℝ) : ℝ :=
  2 * (Cᵀ * h * C).trace + 2 * coulomb (transform C g) - exchange (transform C g)

/-- A sum over an orbital index can be carried out before the sums over four basis indices. -/
theorem sum_inward (F : n → m → m → m → m → ℝ) :
    ∑ i, ∑ a, ∑ b, ∑ c, ∑ d, F i a b c d = ∑ a, ∑ b, ∑ c, ∑ d, ∑ i, F i a b c d := by
  rw [Finset.sum_comm]
  refine Finset.sum_congr rfl fun a _ => ?_
  rw [Finset.sum_comm]
  refine Finset.sum_congr rfl fun b _ => ?_
  rw [Finset.sum_comm]
  refine Finset.sum_congr rfl fun c _ => ?_
  exact Finset.sum_comm

/-- The Coulomb sum of the transformed array depends on the coefficients only through
the matrix `C Cᵀ`. -/
theorem coulomb_transform (C : Matrix m n ℝ) (g : m → m → m → m → ℝ) :
    coulomb (transform C g) =
      ∑ a, ∑ b, ∑ c, ∑ d, (C * Cᵀ) a b * (C * Cᵀ) c d * g a b c d := by
  simp only [coulomb, transform, sum_inward]
  refine Finset.sum_congr rfl fun a _ => Finset.sum_congr rfl fun b _ =>
    Finset.sum_congr rfl fun c _ => Finset.sum_congr rfl fun d _ => ?_
  -- the sum over i joins a with b, the sum over j joins c with d
  rw [Matrix.mul_apply, Matrix.mul_apply, Finset.sum_mul_sum, Finset.sum_mul]
  refine Finset.sum_congr rfl fun i _ => ?_
  rw [Finset.sum_mul]
  refine Finset.sum_congr rfl fun j _ => ?_
  simp only [Matrix.transpose_apply]
  ring

/-- The exchange sum of the transformed array depends on the coefficients only through
the matrix `C Cᵀ`. -/
theorem exchange_transform (C : Matrix m n ℝ) (g : m → m → m → m → ℝ) :
    exchange (transform C g) =
      ∑ a, ∑ b, ∑ c, ∑ d, (C * Cᵀ) a d * (C * Cᵀ) b c * g a b c d := by
  simp only [exchange, transform, sum_inward]
  refine Finset.sum_congr rfl fun a _ => Finset.sum_congr rfl fun b _ =>
    Finset.sum_congr rfl fun c _ => Finset.sum_congr rfl fun d _ => ?_
  -- now the sum over i joins a with d, the sum over j joins b with c
  rw [Matrix.mul_apply, Matrix.mul_apply, Finset.sum_mul_sum, Finset.sum_mul]
  refine Finset.sum_congr rfl fun i _ => ?_
  rw [Finset.sum_mul]
  refine Finset.sum_congr rfl fun j _ => ?_
  simp only [Matrix.transpose_apply]
  ring

/-- The Coulomb sum written as a contraction of `g` with two Kronecker deltas. -/
theorem coulomb_eq_delta [DecidableEq n] (g : n → n → n → n → ℝ) :
    coulomb g = ∑ a, ∑ b, ∑ c, ∑ d,
      (1 : Matrix n n ℝ) a b * (1 : Matrix n n ℝ) c d * g a b c d := by
  refine Finset.sum_congr rfl fun a _ => ?_
  symm
  rw [Finset.sum_eq_single a]
  · simp [Matrix.one_apply]
  · intro b _ hb
    simp [Matrix.one_apply, hb.symm]
  · simp

/-- The total Coulomb sum and the total exchange sum are each unchanged when all four
indices of `g` are transformed by an orthogonal matrix `U`. -/
theorem coulomb_exchange_invariant [DecidableEq n] (U : Matrix n n ℝ) (hU : Uᵀ * U = 1)
    (g : n → n → n → n → ℝ) :
    coulomb (transform U g) = coulomb g ∧ exchange (transform U g) = exchange g := by
  have hP : U * Uᵀ = 1 := mul_eq_one_comm.mp hU
  constructor
  · rw [coulomb_transform, hP, ← coulomb_eq_delta]
  · rw [exchange_transform, hP]
    refine Finset.sum_congr rfl fun a _ => Finset.sum_congr rfl fun b _ => ?_
    rw [Finset.sum_eq_single b]
    · simp [Matrix.one_apply]
    · intro c _ hc
      simp [Matrix.one_apply, hc.symm]
    · simp

/-- Conversely, a real square matrix `U` that leaves the total Coulomb sum of every
four-index array unchanged is orthogonal. -/
theorem orthogonal_of_coulomb_invariant [DecidableEq n] (U : Matrix n n ℝ)
    (h : ∀ g : n → n → n → n → ℝ, coulomb (transform U g) = coulomb g) :
    Uᵀ * U = 1 := by
  -- the test array turns the invariance into a vanishing sum of squares
  have h0 := h (fun a b c d => (U * Uᵀ) a b * (U * Uᵀ) c d
    - (1 : Matrix n n ℝ) a b * (1 : Matrix n n ℝ) c d)
  rw [coulomb_transform, coulomb_eq_delta, ← sub_eq_zero] at h0
  simp only [← Finset.sum_sub_distrib] at h0
  have key : ∑ a, ∑ b, ∑ c, ∑ d, ((U * Uᵀ) a b * (U * Uᵀ) c d
      - (1 : Matrix n n ℝ) a b * (1 : Matrix n n ℝ) c d) ^ 2 = 0 := by
    refine Eq.trans ?_ h0
    refine Finset.sum_congr rfl fun a _ => Finset.sum_congr rfl fun b _ =>
      Finset.sum_congr rfl fun c _ => Finset.sum_congr rfl fun d _ => ?_
    ring
  have e : ∀ a b c d, (U * Uᵀ) a b * (U * Uᵀ) c d
      = (1 : Matrix n n ℝ) a b * (1 : Matrix n n ℝ) c d := by
    intro a b c d
    have h1 := (Finset.sum_eq_zero_iff_of_nonneg
      (fun a _ => by positivity)).mp key a (Finset.mem_univ a)
    have h2 := (Finset.sum_eq_zero_iff_of_nonneg
      (fun b _ => by positivity)).mp h1 b (Finset.mem_univ b)
    have h3 := (Finset.sum_eq_zero_iff_of_nonneg
      (fun c _ => by positivity)).mp h2 c (Finset.mem_univ c)
    have h4 := (Finset.sum_eq_zero_iff_of_nonneg
      (fun d _ => by positivity)).mp h3 d (Finset.mem_univ d)
    exact sub_eq_zero.mp (pow_eq_zero_iff two_ne_zero |>.mp h4)
  refine mul_eq_one_comm.mp ?_
  ext a b
  -- diagonal entries of U Uᵀ are sums of squares, which fixes the sign
  have hpos : 0 ≤ (U * Uᵀ) a a := by
    rw [Matrix.mul_apply]
    exact Finset.sum_nonneg fun i _ => mul_self_nonneg (U a i)
  have hsq := e a a a a
  rw [Matrix.one_apply_eq, one_mul] at hsq
  have hd : (U * Uᵀ) a a = 1 := by nlinarith
  have hab := e a b a a
  rwa [hd, Matrix.one_apply_eq, mul_one, mul_one] at hab

/-- The closed-shell energy expression is unchanged when the occupied orbitals are mixed among
themselves by an orthogonal matrix `U`. -/
theorem closedShellEnergy_occupied_rotation [DecidableEq n] (h : Matrix m m ℝ)
    (g : m → m → m → m → ℝ) (C : Matrix m n ℝ) (U : Matrix n n ℝ) (hU : Uᵀ * U = 1) :
    closedShellEnergy h g (C * U) = closedShellEnergy h g C := by
  -- the rotation drops out of C Cᵀ
  have hP : (C * U) * (C * U)ᵀ = C * Cᵀ := by
    rw [Matrix.transpose_mul, Matrix.mul_assoc, ← Matrix.mul_assoc U,
      mul_eq_one_comm.mp hU, Matrix.one_mul]
  have ht : ∀ D : Matrix m n ℝ, (Dᵀ * h * D).trace = (D * Dᵀ * h).trace := fun D => by
    rw [Matrix.trace_mul_comm, Matrix.mul_assoc]
  unfold closedShellEnergy
  rw [ht (C * U), ht C, coulomb_transform, coulomb_transform, exchange_transform,
    exchange_transform, hP]

/-- The sum `∑ g_iiii` alone is not invariant: an explicit orthogonal 2 × 2 matrix
changes it for the array whose only nonzero element is `g_0000 = 1`. -/
theorem diagonal_sum_not_invariant :
    let U : Matrix (Fin 2) (Fin 2) ℝ := !![3/5, -4/5; 4/5, 3/5]
    let g : Fin 2 → Fin 2 → Fin 2 → Fin 2 → ℝ :=
      fun a b c d => if a = 0 ∧ b = 0 ∧ c = 0 ∧ d = 0 then 1 else 0
    Uᵀ * U = 1 ∧ ∑ i, transform U g i i i i ≠ ∑ i, g i i i i := by
  intro U g
  constructor
  · ext i j
    fin_cases i <;> fin_cases j <;>
      norm_num [U, Matrix.mul_apply, Fin.sum_univ_two]
  · norm_num [U, g, transform, Fin.sum_univ_two]

end RedundantRotations
```

```lean
#print axioms RedundantRotations.coulomb_exchange_invariant
-- 'RedundantRotations.coulomb_exchange_invariant' depends on axioms: [propext, Classical.choice, Quot.sound]
#print axioms RedundantRotations.orthogonal_of_coulomb_invariant
-- 'RedundantRotations.orthogonal_of_coulomb_invariant' depends on axioms: [propext, Classical.choice, Quot.sound]
#print axioms RedundantRotations.closedShellEnergy_occupied_rotation
-- 'RedundantRotations.closedShellEnergy_occupied_rotation' depends on axioms: [propext, Classical.choice, Quot.sound]
#print axioms RedundantRotations.diagonal_sum_not_invariant
-- 'RedundantRotations.diagonal_sum_not_invariant' depends on axioms: [propext, Classical.choice, Quot.sound]
```

## Two invariant sums, a converse and an energy

Let \(C\) be a real matrix with entries \(C_{ap}\), where \(a\) labels a basis function and \(p\) an orbital. The transformed array is

\[
g'_{pqrs}=\sum_{abcd} C_{ap}\,C_{bq}\,C_{cr}\,C_{ds}\,g_{abcd},
\]

which is `transform C g`. The functions `coulomb` and `exchange` take any four-index array and return the double sums \(\sum_{ij} g_{iijj}\) and \(\sum_{ij} g_{ijji}\), including the terms with \(i=j\).

The main theorem, `coulomb_exchange_invariant`, takes a square matrix \(U\) with \(U^{T}U=1\) and any array \(g\) on the same index set. It states that each of the two sums has the same value for the transformed array as for the original one. The two equalities hold separately, so every linear combination of the sums is invariant too.

Three further theorems show how far this goes:

- `orthogonal_of_coulomb_invariant` is a converse. If a square real matrix leaves the Coulomb sum of every array \(g\) unchanged, then it is orthogonal.
- `closedShellEnergy_occupied_rotation` states that the closed-shell energy expression has the same value for the coefficients \(CU\) as for \(C\), again with \(U^{T}U=1\).
- `diagonal_sum_not_invariant` gives a plane rotation and an array for which \(\sum_i g_{iiii}\) does change.

## Integrals, orbitals and redundant rotations

In the chemists' notation, \(g_{pqrs}\) stands for \((pq|rs)\): the first two indices belong to electron 1 and the last two to electron 2. This convention makes \(g_{iijj}\) a Coulomb integral and \(g_{ijji}\) an exchange integral. In the physicists' ordering, where \(\langle pq|rs\rangle=(pr|qs)\), the pattern \(ijji\) is still an exchange integral, but \(iijj\) no longer denotes a Coulomb integral when \(i\neq j\).

The type `m` labels the basis functions and the type `n` the orbitals. In the main theorem there is only one type, `n`, because the orbitals are mixed among themselves. Column \(p\) of \(U\) holds the coefficients of the new orbital \(p\). The hypothesis `hU : Uᵀ * U = 1` says that these columns are orthonormal, so an orthonormal set of orbitals is turned into another orthonormal set. Reflections and permutations of the orbitals are included along with proper rotations.

For a closed shell, `n` labels the doubly occupied spatial orbitals, and `closedShellEnergy` is

\[
E(C)=2\sum_i h'_{ii}+\sum_{ij}\bigl(2g'_{iijj}-g'_{ijji}\bigr),\qquad h'=C^{T}hC,
\]

where \(h\) is the matrix of the one-electron operator in the underlying basis. In Hartree–Fock theory with real orbitals in a finite basis, the invariance of \(E\) means that rotations among the doubly occupied orbitals are redundant: an optimiser gains nothing by varying them, and canonical and localised occupied orbitals give the same energy.

The formula for \(E\) is the energy of a determinant, apart from the constant nuclear repulsion, when the orbitals are orthonormal. The theorem does not require this of \(C\), and no overlap matrix appears in it. It is an identity for the expression as defined, and it acquires its physical meaning when \(C\) describes orthonormal orbitals. Complex orbitals with unitary mixing, partly filled shells and infinite orbital sets are not treated. Nor is \(g\) computed from an interaction: it is given as an array of numbers.

## The orbital sums collapse into one matrix

The calculation rests on the matrix \(P=CC^{T}\), with entries \(P_{ab}=\sum_i C_{ai}C_{bi}\). For orthonormal occupied orbitals it is the density matrix of one spin. Setting \(p=q=i\) and \(r=s=j\) in the transformation and carrying out the sums over \(i\) and \(j\) first gives

\[
\sum_{ij} g'_{iijj}
=\sum_{abcd}\Bigl(\sum_i C_{ai}C_{bi}\Bigr)\Bigl(\sum_j C_{cj}C_{dj}\Bigr)g_{abcd}
=\sum_{abcd}P_{ab}P_{cd}\,g_{abcd}.
\]

In the exchange sum, \(i\) sits in the first and fourth positions and \(j\) in the two middle ones, so the pairs are joined differently:

\[
\sum_{ij} g'_{ijji}
=\sum_{abcd}\Bigl(\sum_i C_{ai}C_{di}\Bigr)\Bigl(\sum_j C_{bj}C_{cj}\Bigr)g_{abcd}
=\sum_{abcd}P_{ad}P_{bc}\,g_{abcd}.
\]

These are the theorems `coulomb_transform` and `exchange_transform`. Their proofs use the lemma `sum_inward`, which moves a sum over an orbital index past the four sums over basis indices by repeated exchange of neighbouring sums. It is applied once for \(j\) and once for \(i\). What remains is an identity for fixed \(a,b,c,d\): `Matrix.mul_apply` writes out the entries of \(CC^{T}\), `Finset.sum_mul_sum` turns the product of two sums into a double sum, and `ring` reorders the factors.

Now let \(C=U\) be square with \(U^{T}U=1\). For a finite square matrix a left inverse is also a right inverse, hence \(P=UU^{T}=1\). This is the step `mul_eq_one_comm.mp hU`. The two sums become

\[
\sum_{abcd}\delta_{ab}\delta_{cd}\,g_{abcd}=\sum_{ac}g_{aacc},
\qquad
\sum_{abcd}\delta_{ad}\delta_{bc}\,g_{abcd}=\sum_{ab}g_{abba},
\]

which are the original Coulomb and exchange sums. In Lean the Kronecker delta is an entry of the unit matrix `(1 : Matrix n n ℝ)`. The Coulomb collapse is the lemma `coulomb_eq_delta`, while the exchange collapse is done inside the main proof. In both, `Finset.sum_eq_single` keeps the one term of a sum that the delta allows.

At no point were two indices of \(g\) interchanged, which is why no symmetry such as \(g_{pqrs}=g_{qprs}\) is needed.

## Why invariance for every array forces orthogonality

For the converse, let \(U\) be a square matrix that preserves the Coulomb sum of every array, and put \(P=UU^{T}\). The hypothesis may be used with an array built from \(U\) itself:

\[
t_{abcd}=P_{ab}P_{cd}-\delta_{ab}\delta_{cd}.
\]

The transformed Coulomb sum is \(\sum_{abcd} P_{ab}P_{cd}\,t_{abcd}\) and the original one is \(\sum_{abcd}\delta_{ab}\delta_{cd}\,t_{abcd}\). They are equal, so their difference vanishes:

\[
0=\sum_{abcd}\bigl(P_{ab}P_{cd}-\delta_{ab}\delta_{cd}\bigr)t_{abcd}=\sum_{abcd}t_{abcd}^{\,2}.
\]

A sum of real squares is zero only if each term is zero, and therefore \(P_{ab}P_{cd}=\delta_{ab}\delta_{cd}\) for all indices. Taking all four equal to \(a\) gives \(P_{aa}^2=1\). Since \(P_{aa}=\sum_i U_{ai}^2\ge 0\), the sign is fixed and \(P_{aa}=1\). Taking \(c=d=a\) then gives \(P_{ab}=P_{ab}P_{aa}=\delta_{ab}\). Thus \(UU^{T}=1\), and \(U^{T}U=1\) follows as before.

In the Lean proof, `key` is the vanishing sum of squares. The statement `e` extracts the single terms by applying `Finset.sum_eq_zero_iff_of_nonneg` to one sum after another. The sign argument is `hpos`, and `nlinarith` combines it with \(P_{aa}^2=1\) to obtain `hd`, that is, \(P_{aa}=1\).

## The rotation drops out of the closed-shell energy

When the occupied coefficients \(C\) are replaced by \(CU\), the matrix \(P\) does not change:

\[
(CU)(CU)^{T}=C\,UU^{T}C^{T}=CC^{T}.
\]

This is `hP` in the proof of `closedShellEnergy_occupied_rotation`. The Coulomb and exchange sums depend on the coefficients only through this matrix, by the two formulas above. The one-electron part does as well, because a trace is unchanged under cyclic permutation:

\[
\sum_i h'_{ii}=\operatorname{tr}(C^{T}hC)=\operatorname{tr}(CC^{T}h).
\]

The auxiliary statement `ht` records this identity for every coefficient matrix `D`. After the three contributions have been rewritten in terms of \(CC^{T}\), the two energies are the same expression. The matrix \(h\) need not be symmetric.

## A shear of determinant one changes both sums

An orthogonal matrix has determinant \(1\) or \(-1\), but a determinant of one does not by itself ensure the invariance. Take two orbitals and

\[
U=\begin{pmatrix}1&1\\0&1\end{pmatrix},\qquad
UU^{T}=\begin{pmatrix}2&1\\1&1\end{pmatrix},
\]

with \(g_{0000}=1\) and all other elements zero. This is a test array and not a set of Coulomb integrals of actual orbitals, for which \(g_{1111}\) would be positive too. Both original sums are 1. Both transformed sums equal \((UU^{T})_{00}^2=4\).

The shear replaces the second orbital by the sum of the two. A Slater determinant built from the orbitals is unaffected by this, but the new orbitals are no longer orthonormal, and the plain double sums do not correct for their overlap.

## The self-repulsion sum does depend on the rotation

The invariance belongs to the full double sums and not to their diagonal part \(\sum_i g_{iiii}\). With the same array and the rotation

\[
U=\begin{pmatrix}3/5&-4/5\\4/5&3/5\end{pmatrix},
\]

the transformed diagonal sum is

\[
\sum_i U_{0i}^4=\frac{81+256}{625}=\frac{337}{625},
\]

whereas the original one is 1. The missing \(288/625\) sits in the two Coulomb terms with \(i\neq j\), each equal to \(\frac{9}{25}\cdot\frac{16}{25}=\frac{144}{625}\), and the full Coulomb sum is again 1. The proof of `diagonal_sum_not_invariant` checks the orthogonality of \(U\) entry by entry and evaluates the sums with `norm_num`.
